# The time-derivative term $e^{-T}\,\frac{d}{ds}e^{T}$ for cluster operators on three excitation levels

## A missing term in the equation of motion

Suppose a wave function is written as $e^{T(s)}$ acting on a simpler state, and the time derivative of the exponential is taken to be $e^{T}T'$ with $T'=dT/ds$, as if $T$ were a number. The transformed Schrödinger equation then contains $T'$ where $e^{-T}\frac{d}{ds}e^{T}$ belongs. For the level-raising operators treated here, the two differ whenever $T$ does not commute with its rate $T'$, and the amplitudes obtained from that equation can then drift away from the solution of the original one.

In conventional single-reference coupled-cluster theory with fixed orbitals, all excitation operators commute with each other, so $T'$ alone is correct. The question matters for more general level-raising operators, whose matrix elements between singles and doubles are independent of those between the reference and singles.

## Operators that only raise the level

Take a finite basis and assign each basis state $j$ a level $\ell(j)\in\{0,1,2\}$, read as reference, singles and doubles. The matrix element $T_{ij}$ leads from state $j$ to state $i$. A cluster operator here is any complex matrix with

$$T_{ij}\neq 0 \;\Rightarrow\; \ell(j)<\ell(i).$$

With three states and $\ell(i)=i$, these are the strictly lower triangular $3\times3$ matrices.

Let $T(s)$ be a path of such matrices with derivative $T'$ at $s$. Then

$$e^{-T}\frac{d}{ds}e^{T}=T'+\tfrac12\,(T'T-TT'),$$

and the right-hand side equals $T'$ exactly when $TT'=T'T$.

## How the Lean statements express this

`IsExcitation level T` is the condition displayed above, with `level : n → Fin 3` for $\ell$ and a finite type `n` for the basis. The hypothesis `hT` requires it of `T u` at every real `u`, while `HasDerivAt T T' s` asks for differentiability only at the point `s`. The exponential is Mathlib's `NormedSpace.exp`, and the derivative is taken in the operator norm; in finite dimension the choice of norm does not affect it.

The identity is `exp_neg_mul_deriv_exp` and the commutation criterion is `usual_term_iff_commute`. The theorem `schrodinger_iff_transformed` puts the identity into the Schrödinger equation, with $\hbar=1$. There `V` is a path of square matrices with derivative `V'` at `s`, whose columns can be read as states, and `H` is the Hamiltonian's value at time `s`. It may be any complex matrix, since hermiticity plays no part.

The restriction to three levels is essential to the closed formula: with more levels, nested commutators can contribute as well. A path $T(s)$ whose rate has level-lowering or level-preserving parts is excluded by `hT`.

## Derivation by counting levels

A nonzero term $A_{ij}B_{jk}C_{kl}$ in a product of three cluster operators would need $\ell(l)<\ell(k)<\ell(j)<\ell(i)$, which is four distinct levels. Every triple product therefore vanishes, and the exponential series stops:

$$e^{\pm T}=1\pm T+\tfrac12T^2.$$

The rate $T'$ is again a cluster operator, because an element that is zero for all $s$ has zero derivative. Differentiating with the order of factors kept gives

$$\frac{d}{ds}e^{T}=T'+\tfrac12(T'T+TT').$$

Multiply from the left by $1-T+\tfrac12T^2$. The only surviving new term is $-TT'$, since all others have at least three factors:

$$e^{-T}\frac{d}{ds}e^{T}=T'+\tfrac12(T'T+TT')-TT'=T'+\tfrac12(T'T-TT').$$

The correction is zero exactly when $T'T=TT'$, which is the criterion.

For the Schrödinger equation, start from $i\frac{d}{ds}(e^{T}V)=He^{T}V$. The product rule and multiplication by $e^{-T}$ give

$$iV'=\Bigl(e^{-T}He^{T}-i\bigl[T'+\tfrac12(T'T-TT')\bigr]\Bigr)V.$$

Multiplying by $e^{T}$ leads back, because

$$e^{-T}e^{T}=1+(T-T)+\bigl(\tfrac12-1+\tfrac12\bigr)T^2=1.$$

## Two levels, and a three-state example

If the basis states lie on only two of the levels, every product of two cluster operators vanishes. Then $e^{T}=1+T$ and the usual term is exact. Three levels are the fewest for which a correction can appear.

For three states, let $a$ be the matrix with a single 1 leading from state 0 to state 1, and $b$ the one leading from 1 to 2. Set $T=sa+s^2b$, so that $T'=a+2sb$. Since $a^2=b^2=ab=0$,

$$T'T=2s^2\,ba,\qquad TT'=s^2\,ba,$$

and the correction is $\tfrac12s^2\,ba$. It is a direct element from state 0 to state 2, although $T$ itself has no such element.

## The term in an amplitude propagation

Let the state be $c(s)\,e^{T(s)}$ acting on basis state 0, with $c\neq0$, and let the path $T_{21}(s)$ be prescribed. Write $\bar H=e^{-T}He^{T}$. The elements of the transformed equation from state 0 to states 1 and 2 give

$$iT_{10}'=\bar H_{10},\qquad i\bigl[T_{20}'+\tfrac12(T_{21}'T_{10}-T_{21}T_{10}')\bigr]=\bar H_{20}.$$

A program for this three-state model evaluates the first equation, inserts $T_{10}'$ into the second and solves for $T_{20}'$. The example above supplies a test value: at $s=1$, a finite-difference derivative of $e^{T}$, multiplied from the left by $e^{-T}$, should approach $\tfrac12$ in the element from 0 to 2.

## The Lean file

```lean
import Mathlib

open scoped Matrix.Norms.Operator
open NormedSpace (exp)

namespace TimeDependentClusterTransformation

noncomputable section

variable {n : Type*} [Fintype n] [DecidableEq n]

/-- A cluster operator on a basis sorted into three excitation levels: every nonzero
matrix element leads from a lower level to a strictly higher one. -/
def IsExcitation (level : n → Fin 3) (T : Matrix n n ℂ) : Prop :=
  ∀ i j, T i j ≠ 0 → level j < level i

omit [DecidableEq n] in
/-- Three successive excitations vanish when there are only three levels. -/
theorem triple_excitation_eq_zero {level : n → Fin 3} {A B C : Matrix n n ℂ}
    (hA : IsExcitation level A) (hB : IsExcitation level B) (hC : IsExcitation level C) :
    A * B * C = 0 := by
  ext i l
  simp only [Matrix.mul_apply, Matrix.zero_apply, Finset.sum_mul]
  refine Finset.sum_eq_zero fun k _ => Finset.sum_eq_zero fun j _ => ?_
  by_contra h
  -- a nonzero term would need four distinct levels
  have h1 : (level j).val < (level i).val := hA i j fun h0 => h (by simp [h0])
  have h2 : (level k).val < (level j).val := hB j k fun h0 => h (by simp [h0])
  have h3 : (level l).val < (level k).val := hC k l fun h0 => h (by simp [h0])
  have h4 := (level i).isLt
  omega

/-- The exponential of a cluster operator stops at second order. -/
theorem exp_excitation {level : n → Fin 3} {T : Matrix n n ℂ} (hT : IsExcitation level T) :
    exp T = 1 + T + (1 / 2 : ℝ) • (T * T) := by
  have h3 : T ^ 3 = 0 := by
    rw [pow_succ, pow_two]
    exact triple_excitation_eq_zero hT hT hT
  have hz : ∀ k ∉ Finset.range 3, ((k.factorial : ℝ)⁻¹) • T ^ k = 0 := by
    intro k hk
    have hk' : 3 ≤ k := by simpa using hk
    obtain ⟨m, rfl⟩ := Nat.exists_eq_add_of_le hk'
    rw [pow_add, h3, zero_mul, smul_zero]
  refine (congrFun (NormedSpace.exp_eq_tsum (𝕂 := ℝ) (𝔸 := Matrix n n ℂ)) T).trans ?_
  refine (tsum_eq_sum hz).trans ?_
  simp [Finset.sum_range_succ, pow_two, Nat.factorial]

/-- The exponential of minus a cluster operator, written out to second order. -/
theorem exp_neg_excitation {level : n → Fin 3} {T : Matrix n n ℂ}
    (hT : IsExcitation level T) :
    exp (-T) = 1 - T + (1 / 2 : ℝ) • (T * T) := by
  have hN : IsExcitation level (-T) := fun i j h => hT i j fun h0 => h (by simp [h0])
  rw [exp_excitation hN, neg_mul_neg, sub_eq_add_neg]

omit [DecidableEq n] in
/-- The rate of change of a path of cluster operators is itself a cluster operator. -/
theorem excitation_deriv {level : n → Fin 3} {T : ℝ → Matrix n n ℂ} {T' : Matrix n n ℂ}
    {s : ℝ} (hT : ∀ u, IsExcitation level (T u)) (hd : HasDerivAt T T' s) :
    IsExcitation level T' := by
  intro i j hij
  by_contra hl
  apply hij
  -- reading off one matrix element is a continuous linear map
  let L : Matrix n n ℂ →L[ℝ] ℂ := LinearMap.toContinuousLinearMap
    ({ toFun := fun M => M i j
       map_add' := fun _ _ => rfl
       map_smul' := fun _ _ => rfl } : Matrix n n ℂ →ₗ[ℝ] ℂ)
  have h1 : HasDerivAt (fun u => L (T u)) (L T') s := L.hasFDerivAt.comp_hasDerivAt s hd
  have h0 : (fun u => L (T u)) = fun _ => (0 : ℂ) := by
    funext u
    change T u i j = 0
    by_contra h
    exact hl (hT u i j h)
  rw [h0] at h1
  exact h1.unique (hasDerivAt_const s (0 : ℂ))

/-- The derivative of the exponential of a path of cluster operators contains the
symmetrised product of the operator and its rate. -/
theorem hasDerivAt_exp_excitation {level : n → Fin 3} {T : ℝ → Matrix n n ℂ}
    {T' : Matrix n n ℂ} {s : ℝ} (hT : ∀ u, IsExcitation level (T u))
    (hd : HasDerivAt T T' s) :
    HasDerivAt (fun u => exp (T u)) (T' + (1 / 2 : ℝ) • (T' * T s + T s * T')) s := by
  have he : (fun u => exp (T u)) = fun u => 1 + T u + (1 / 2 : ℝ) • (T u * T u) :=
    funext fun u => exp_excitation (hT u)
  rw [he]
  exact (hd.const_add 1).fun_add ((hd.fun_mul hd).fun_const_smul (1 / 2 : ℝ))

/-- The time-derivative term of the similarity transformation is the rate of the cluster
operator plus half its commutator with the cluster operator. -/
theorem exp_neg_mul_deriv_exp {level : n → Fin 3} {T : ℝ → Matrix n n ℂ}
    {T' : Matrix n n ℂ} {s : ℝ} (hT : ∀ u, IsExcitation level (T u))
    (hd : HasDerivAt T T' s) :
    exp (-T s) * deriv (fun u => exp (T u)) s
      = T' + (1 / 2 : ℝ) • (T' * T s - T s * T') := by
  have hD := excitation_deriv hT hd
  have h0 := triple_excitation_eq_zero (hT s) (hT s) (hT s)
  have h1 := triple_excitation_eq_zero (hT s) hD (hT s)
  have h2 := triple_excitation_eq_zero (hT s) (hT s) hD
  have hder : deriv (fun u => exp (T u)) s = T' + (1 / 2 : ℝ) • (T' * T s + T s * T') :=
    (hasDerivAt_exp_excitation hT hd).deriv
  rw [hder, exp_neg_excitation (hT s)]
  -- all products with three or more factors drop out
  simp only [mul_add, add_mul, sub_mul, one_mul, smul_mul_assoc, mul_smul_comm, smul_add,
    ← mul_assoc, h0, h1, h2, zero_mul, smul_zero]
  module

/-- The time-derivative term reduces to the rate of the cluster operator exactly when the
cluster operator commutes with its rate. -/
theorem usual_term_iff_commute {level : n → Fin 3} {T : ℝ → Matrix n n ℂ}
    {T' : Matrix n n ℂ} {s : ℝ} (hT : ∀ u, IsExcitation level (T u))
    (hd : HasDerivAt T T' s) :
    exp (-T s) * deriv (fun u => exp (T u)) s = T' ↔ T s * T' = T' * T s := by
  rw [exp_neg_mul_deriv_exp hT hd]
  constructor
  · intro h
    have h2 : T' * T s - T s * T'
        = (2 : ℝ) • ((T' + (1 / 2 : ℝ) • (T' * T s - T s * T')) - T') := by module
    rw [h, sub_self, smul_zero] at h2
    exact (sub_eq_zero.mp h2).symm
  · intro h
    rw [h, sub_self, smul_zero, add_zero]

/-- The matrix `exp(T) V` obeys the Schrödinger equation with Hamiltonian `H` at time `s` exactly
when `V` obeys the one with the similarity-transformed Hamiltonian minus `i` times the sum of the
rate of `T` and half the commutator of that rate with `T`. -/
theorem schrodinger_iff_transformed {level : n → Fin 3} {T V : ℝ → Matrix n n ℂ}
    {T' V' : Matrix n n ℂ} {s : ℝ} (H : Matrix n n ℂ)
    (hT : ∀ u, IsExcitation level (T u)) (hd : HasDerivAt T T' s) (hV : HasDerivAt V V' s) :
    Complex.I • deriv (fun u => exp (T u) * V u) s = H * (exp (T s) * V s) ↔
      Complex.I • V' = (exp (-T s) * H * exp (T s)
        - Complex.I • (T' + (1 / 2 : ℝ) • (T' * T s - T s * T'))) * V s := by
  have hE := hasDerivAt_exp_excitation hT hd
  have hFE : exp (-T s) * exp (T s) = 1 := by
    have h0 := triple_excitation_eq_zero (hT s) (hT s) (hT s)
    rw [exp_neg_excitation (hT s), exp_excitation (hT s)]
    simp only [mul_add, add_mul, sub_mul, one_mul, mul_one, smul_mul_assoc, mul_smul_comm,
      ← mul_assoc, h0, zero_mul, smul_zero]
    module
  have hEF : exp (T s) * exp (-T s) = 1 := mul_eq_one_comm.mp hFE
  have hder : deriv (fun u => exp (T u)) s = T' + (1 / 2 : ℝ) • (T' * T s + T s * T') :=
    hE.deriv
  have hprod : deriv (fun u => exp (T u) * V u) s
      = (T' + (1 / 2 : ℝ) • (T' * T s + T s * T')) * V s + exp (T s) * V' :=
    (hE.fun_mul hV).deriv
  clear hE
  rw [← exp_neg_mul_deriv_exp hT hd, hprod, hder]
  clear hprod hder
  generalize T' + (1 / 2 : ℝ) • (T' * T s + T s * T') = E'
  generalize exp (T s) = E at *
  generalize exp (-T s) = F at *
  -- multiplying by exp(-T) carries one equation into the other
  have key : F * (Complex.I • (E' * V s + E * V') - H * (E * V s))
      = Complex.I • V' - (F * H * E - Complex.I • (F * E')) * V s := by
    simp only [mul_sub, mul_add, sub_mul, mul_smul_comm, smul_mul_assoc, smul_add,
      ← mul_assoc, hFE, one_mul]
    abel
  rw [← sub_eq_zero, ← sub_eq_zero (a := Complex.I • V'), ← key]
  constructor
  · intro h
    rw [h, mul_zero]
  · intro h
    have h2 := congrArg (fun M => E * M) h
    simpa only [← mul_assoc, hEF, one_mul, mul_zero] using h2

/-- The excitation from the lowest to the middle of three states. -/
def lowerStep : Matrix (Fin 3) (Fin 3) ℂ := !![0, 0, 0; 1, 0, 0; 0, 0, 0]

/-- The excitation from the middle to the highest of three states. -/
def upperStep : Matrix (Fin 3) (Fin 3) ℂ := !![0, 0, 0; 0, 0, 0; 0, 1, 0]

/-- For three states with amplitudes `s` and `s²` on the two steps, the time-derivative term
has the extra element `s²/2` from the lowest to the highest state. -/
theorem exp_neg_mul_deriv_exp_witness (s : ℝ) :
    exp (-(s • lowerStep + s ^ 2 • upperStep))
        * deriv (fun u : ℝ => exp (u • lowerStep + u ^ 2 • upperStep)) s
      = lowerStep + (2 * s) • upperStep
        + (s ^ 2 / 2) • (!![0, 0, 0; 0, 0, 0; 1, 0, 0] : Matrix (Fin 3) (Fin 3) ℂ) := by
  have hT : ∀ u : ℝ, IsExcitation (id : Fin 3 → Fin 3)
      (u • lowerStep + u ^ 2 • upperStep) := by
    intro u i j
    fin_cases i <;> fin_cases j <;> simp [lowerStep, upperStep]
  have hd : HasDerivAt (fun u : ℝ => u • lowerStep + u ^ 2 • upperStep)
      (lowerStep + (2 * s) • upperStep) s :=
    (((hasDerivAt_id' s).smul_const lowerStep).fun_add
      ((hasDerivAt_pow 2 s).smul_const upperStep)).congr_deriv (by simp)
  have haa : lowerStep * lowerStep = 0 := by
    ext i j
    fin_cases i <;> fin_cases j <;> simp [lowerStep, Matrix.mul_apply, Fin.sum_univ_succ]
  have hbb : upperStep * upperStep = 0 := by
    ext i j
    fin_cases i <;> fin_cases j <;> simp [upperStep, Matrix.mul_apply, Fin.sum_univ_succ]
  have hab : lowerStep * upperStep = 0 := by
    ext i j
    fin_cases i <;> fin_cases j <;>
      simp [lowerStep, upperStep, Matrix.mul_apply, Fin.sum_univ_succ]
  have hba : upperStep * lowerStep = !![0, 0, 0; 0, 0, 0; 1, 0, 0] := by
    ext i j
    fin_cases i <;> fin_cases j <;>
      simp [lowerStep, upperStep, Matrix.mul_apply, Fin.sum_univ_succ]
  rw [exp_neg_mul_deriv_exp hT hd, ← hba]
  simp only [mul_add, add_mul, smul_mul_assoc, mul_smul_comm, haa, hbb, hab, smul_zero]
  module

end

end TimeDependentClusterTransformation
```

```lean
#print axioms TimeDependentClusterTransformation.usual_term_iff_commute
#print axioms TimeDependentClusterTransformation.schrodinger_iff_transformed
```

```
'TimeDependentClusterTransformation.usual_term_iff_commute' depends on axioms: [propext, Classical.choice, Quot.sound]
'TimeDependentClusterTransformation.schrodinger_iff_transformed' depends on axioms: [propext, Classical.choice, Quot.sound]
```

## How the proof follows the derivation

**Truncation.** `triple_excitation_eq_zero` expands the triple product into sums and supposes that some term is nonzero. This yields three strict inequalities between levels, and `omega` finds them incompatible with a top level below 3. `exp_excitation` writes the exponential as an infinite series, shows that every term from third order on contains $T^3=0$, and evaluates the remaining three. `exp_neg_excitation` applies the same result to $-T$.

**The rate.** In `excitation_deriv`, the map `L` reads off one matrix element. It is linear and continuous, so it can be applied to the derivative. For an element that does not raise the level, the resulting function is constantly zero, and uniqueness of derivatives makes the corresponding element of $T'$ zero.

**The identity.** `hasDerivAt_exp_excitation` replaces the exponential by its quadratic polynomial along the whole path and applies the product rule. In `exp_neg_mul_deriv_exp`, the facts `h0`, `h1` and `h2` state that $TTT$, $TT'T$ and $TTT'$ vanish. After the product is expanded, `simp only` removes every term containing one of them, and `module` collects the coefficients of what is left.

**The criterion.** `usual_term_iff_commute` rewrites the left side with the identity. In the forward direction, the commutator is expressed as twice the difference between the full term and $T'$, which the assumption makes zero. The reverse direction substitutes the commutation relation.

**The Schrödinger equation.** `schrodinger_iff_transformed` first proves $e^{-T}e^{T}=1$ by expansion; for square matrices the product in the other order then follows. The exponentials and the derivative are next replaced by the letters `F`, `E` and `E'`, so that only algebra remains. The equation `key` says that `F` times the defect of the original equation is the defect of the transformed one. Multiplying by `F` proves one direction, and multiplying by `E` proves the other.

**The example.** `lowerStep` and `upperStep` are $a$ and $b$. `exp_neg_mul_deriv_exp_witness` checks the level condition and the four products element by element, computes $T'$, and inserts them into the general identity.
